# Unique two-point weights for an inverse-cube basis-set error

A correlated calculation on a molecule is run in a triple-zeta and then in a quadruple-zeta basis. The correlation energy is still changing, and a quintuple-zeta run is too expensive. How should the two energies be combined to estimate the basis-set limit?

The answer depends on how the remaining error decays. Expansions in orbital products converge slowly to the cusp that the wavefunction has where two electrons meet, and for the correlation energy in a systematically enlarged family of basis sets, such as the correlation-consistent ones, this suggests an error proportional to \(X^{-3}\). Here \(X\) is the cardinal number of the basis: 3 for triple-zeta, 4 for quadruple-zeta. If the error has exactly this form, just one pair of weights recovers the limit for every value of the limit and of the error's prefactor. For the quadruple- and triple-zeta energies, in that order, the weights are \(64/37\) and \(-27/37\).

```lean
import Mathlib

open Finset

namespace BasisSetExtrapolation

noncomputable section
```

## The error law

Let \(E\) be the basis-set limit, \(A\) the error amplitude and \(p\) the convergence exponent. The energy at cardinal number \(X\) is taken to be

\[
E_X = E + \frac{A}{X^p}.
\]

In Lean all four quantities are real numbers, so \(X\) need not be an integer. The algebra below does not need \(p>0\), but only then does \(E_X\) tend to \(E\) for every \(A\) as \(X\) grows. This one-term law is assumed, not derived from the Schrödinger equation. Applying the results to computed energies means assuming that these follow the law with the same \(E\) and \(A\) in every basis; real energies also carry higher-order terms.

```lean
/-- Model energy `E + A / X ^ p` in a basis set of cardinal number `X > 0`, with basis-set
limit `E`, error amplitude `A` and convergence exponent `p`. -/
def modelEnergy (p E A X : ℝ) : ℝ := E + A / X ^ p
```

A linear extrapolation assigns a weight \(w_i\) to the energy at \(X_i\). It is called exact if

\[
\sum_i w_i\left(E+\frac{A}{X_i^p}\right)=E \qquad\text{for all real } E, A.
\]

The weights must therefore be fixed before the molecule is known. In `IsExactExtrapolation` the finite type `ι` labels the basis sets, and `X` and `w` are functions on it.

```lean
/-- The weights `w`, applied to the model energies at the cardinal numbers `X i`, return the
basis-set limit `E` whatever the limit and the error amplitude are. -/
def IsExactExtrapolation {ι : Type*} [Fintype ι] (p : ℝ) (X w : ι → ℝ) : Prop :=
  ∀ E A : ℝ, ∑ i, w i * modelEnergy p E A (X i) = E
```

## Two conditions on the weights

Separating the limit from the amplitude gives

\[
\sum_i w_i\left(E+\frac{A}{X_i^p}\right)
= E\sum_i w_i + A\sum_i \frac{w_i}{X_i^p}.
\]

If the extrapolation is exact, the choice \(E=1, A=0\) gives \(\sum_i w_i=1\), and \(E=0, A=1\) gives \(\sum_i w_i/X_i^p=0\). Conversely, these two conditions reduce the right-hand side to \(E\). The first preserves the limit and the second cancels the error.

In the proof, `key` is the displayed identity, and `h 1 0` and `h 0 1` are the two test choices.

```lean
/-- A linear extrapolation is exact if and only if its weights sum to one and the weighted sum
of the error terms `1 / X i ^ p` vanishes. -/
theorem exact_iff_moments {ι : Type*} [Fintype ι] (p : ℝ) (X w : ι → ℝ) :
    IsExactExtrapolation p X w ↔ ∑ i, w i = 1 ∧ ∑ i, w i / X i ^ p = 0 := by
  -- the extrapolated energy is linear in the limit and in the amplitude
  have key : ∀ E A : ℝ, ∑ i, w i * modelEnergy p E A (X i)
      = E * ∑ i, w i + A * ∑ i, w i / X i ^ p := by
    intro E A
    rw [Finset.mul_sum, Finset.mul_sum, ← Finset.sum_add_distrib]
    refine Finset.sum_congr rfl fun i _ => ?_
    unfold modelEnergy
    ring
  unfold IsExactExtrapolation
  constructor
  · intro h
    have h1 := h 1 0
    have h2 := h 0 1
    rw [key] at h1 h2
    exact ⟨by linarith, by linarith⟩
  · rintro ⟨h1, h2⟩ E A
    rw [key, h1, h2]
    ring
```

## Solving for two basis sets

Take distinct positive \(X\) and \(Y\) with weights \(u\) and \(v\), let \(p\neq 0\), and write \(x=X^p\), \(y=Y^p\). The conditions are

\[
u+v=1,\qquad \frac{u}{x}+\frac{v}{y}=0.
\]

Multiplying the second by \(xy\) gives \(uy+vx=0\). Inserting \(v=1-u\) gives \(u(x-y)=x\). A nonzero power is injective on the positive reals, so \(x\neq y\) and

\[
u=\frac{x}{x-y},\qquad v=1-u=\frac{-y}{x-y}.
\]

Conversely, these weights add to \((x-y)/(x-y)=1\), and their error terms are \(1/(x-y)\) and \(-1/(x-y)\), which cancel.

The theorem states this as an equivalence, so it gives both the exactness of the weights and their uniqueness. The vectors `![X, Y]` and `![u, v]` list the cardinal numbers and the weights, and `-Y ^ p` means \(-(Y^p)\). In the proof, `hxy` is the injectivity step, `hm` supplies the two equations, and `generalize` introduces \(x\) and \(y\). Each `linear_combination` then carries out the elimination for one weight.

```lean
/-- For two distinct positive cardinal numbers and a nonzero exponent `p`, exactly one pair of
weights gives an exact extrapolation, namely `X ^ p / (X ^ p - Y ^ p)` and
`-Y ^ p / (X ^ p - Y ^ p)`. -/
theorem two_point_weights_iff {p X Y : ℝ} (hp : p ≠ 0) (hX : 0 < X) (hY : 0 < Y)
    (hXY : X ≠ Y) (u v : ℝ) :
    IsExactExtrapolation p ![X, Y] ![u, v] ↔
      u = X ^ p / (X ^ p - Y ^ p) ∧ v = -Y ^ p / (X ^ p - Y ^ p) := by
  have hx : X ^ p ≠ 0 := (Real.rpow_pos_of_pos hX p).ne'
  have hy : Y ^ p ≠ 0 := (Real.rpow_pos_of_pos hY p).ne'
  have hxy : X ^ p - Y ^ p ≠ 0 := by
    intro h
    exact hXY ((Real.rpow_left_inj hX.le hY.le hp).mp (sub_eq_zero.mp h))
  have hm : IsExactExtrapolation p ![X, Y] ![u, v] ↔
      u + v = 1 ∧ u / X ^ p + v / Y ^ p = 0 := by
    rw [exact_iff_moments, Fin.sum_univ_two, Fin.sum_univ_two]
    rfl
  rw [hm]
  generalize X ^ p = x at *
  generalize Y ^ p = y at *
  constructor
  · -- solve the two linear equations for the weights
    rintro ⟨h1, h2⟩
    rw [div_add_div _ _ hx hy, div_eq_zero_iff] at h2
    have h3 := h2.resolve_right (mul_ne_zero hx hy)
    constructor
    · rw [eq_div_iff hxy]
      linear_combination x * h1 - h3
    · rw [eq_div_iff hxy]
      linear_combination h3 - y * h1
  · rintro ⟨rfl, rfl⟩
    constructor
    · rw [← add_div, ← sub_eq_add_neg, div_self hxy]
    · rw [div_add_div _ _ hx hy, div_eq_zero_iff]
      left
      ring
```

The condition \(p\neq0\) matters: at \(p=0\) both energies equal \(E+A\), and the two conditions would require \(u+v\) to be both 1 and 0.

## The inverse-cube case

Setting \(p=3\) and writing out the energies gives

\[
u\left(E+\frac{A}{X^3}\right)+v\left(E+\frac{A}{Y^3}\right)=E
\quad\text{for all } E,A
\]

if and only if

\[
u=\frac{X^3}{X^3-Y^3},\qquad v=\frac{-Y^3}{X^3-Y^3}.
\]

The proof specialises the previous theorem; `simpa` unfolds the definitions and turns the real exponent 3 into an ordinary cube.

```lean
/-- Inverse-cube extrapolation: for distinct positive `X` and `Y`, the weights `u` and `v`
recover `E` from `E + A / X ^ 3` and `E + A / Y ^ 3` for all `E` and `A` if and only if
`u = X ^ 3 / (X ^ 3 - Y ^ 3)` and `v = -Y ^ 3 / (X ^ 3 - Y ^ 3)`. -/
theorem inverse_cube_weights_iff {X Y : ℝ} (hX : 0 < X) (hY : 0 < Y) (hXY : X ≠ Y)
    (u v : ℝ) :
    (∀ E A : ℝ, u * (E + A / X ^ 3) + v * (E + A / Y ^ 3) = E) ↔
      u = X ^ 3 / (X ^ 3 - Y ^ 3) ∧ v = -Y ^ 3 / (X ^ 3 - Y ^ 3) := by
  have h := two_point_weights_iff (p := 3) (by norm_num) hX hY hXY u v
  simpa [IsExactExtrapolation, modelEnergy, Fin.sum_univ_two] using h
```

For \(X=4\) and \(Y=3\) the cubes are 64 and 27, with difference 37. The estimate of the limit is therefore

\[
E=\frac{64E_4-27E_3}{37}=E_4+\frac{27}{37}\,(E_4-E_3).
\]

In electronic-structure practice this formula is applied to the correlation energy, where deviations from the one-term law generally leave an error in the estimate. The Hartree–Fock part converges differently and is usually treated separately.

```lean
/-- For the cardinal numbers 4 and 3, the only exact inverse-cube weights are `64 / 37` and
`-27 / 37`. -/
theorem quadruple_triple_weights_iff (u v : ℝ) :
    (∀ E A : ℝ, u * (E + A / 4 ^ 3) + v * (E + A / 3 ^ 3) = E) ↔
      u = 64 / 37 ∧ v = -27 / 37 := by
  rw [inverse_cube_weights_iff (by norm_num) (by norm_num) (by norm_num)]
  norm_num
```

## Equal cardinal numbers

Suppose both energies come from \(X=3\). With \(p=3\), the choices \(E=1, A=0\) and \(E=0, A=27\) both produce the energies \((1,1)\). The data are identical but the limits differ, so no weights can return both.

For any positive \(X\) and any \(p\), the two conditions lead to the same contradiction:

\[
0=\frac{u}{X^p}+\frac{v}{X^p}=\frac{u+v}{X^p}=\frac{1}{X^p}>0.
\]

The proof combines the fractions with `add_div` and inserts \(u+v=1\).

```lean
/-- Two energies at the same positive cardinal number admit no exact extrapolation,
whatever the weights. -/
theorem not_exact_of_same_cardinal {X : ℝ} (hX : 0 < X) (p u v : ℝ) :
    ¬ IsExactExtrapolation p ![X, X] ![u, v] := by
  rw [exact_iff_moments, Fin.sum_univ_two, Fin.sum_univ_two]
  change ¬ (u + v = 1 ∧ u / X ^ p + v / X ^ p = 0)
  rintro ⟨h1, h2⟩
  -- the two moment conditions contradict each other
  rw [← add_div, h1] at h2
  exact (one_div_pos.mpr (Real.rpow_pos_of_pos hX p)).ne' h2
```

## A negative weight is always present

The minus sign in \(-27/37\) is not peculiar to two basis sets. Take any finite number of positive cardinal numbers and suppose that every weight of an exact extrapolation were nonnegative. Then \(\sum_i w_i/X_i^p=0\) would be a sum of nonnegative terms, so each term would vanish. Since \(X_i^p>0\), every \(w_i\) would be zero, against \(\sum_i w_i=1\).

An exact extrapolation under this error law is thus never an ordinary weighted average. In the proof, `hz` says that each term vanishes, `hw0` that each weight does, and `linarith` finds the contradiction with the sum being one.

```lean
/-- An exact extrapolation from any finite number of basis sets with positive cardinal numbers
has at least one negative weight. -/
theorem exists_negative_weight {ι : Type*} [Fintype ι] {p : ℝ} {X w : ι → ℝ}
    (hX : ∀ i, 0 < X i) (h : IsExactExtrapolation p X w) : ∃ i, w i < 0 := by
  obtain ⟨h1, h2⟩ := (exact_iff_moments p X w).mp h
  by_contra hneg
  have hw : ∀ i, 0 ≤ w i := fun i => le_of_not_gt fun hi => hneg ⟨i, hi⟩
  have hpos : ∀ i, 0 < X i ^ p := fun i => Real.rpow_pos_of_pos (hX i) p
  -- nonnegative error contributions can cancel only if each of them vanishes
  have hz := (Finset.sum_eq_zero_iff_of_nonneg
    (fun i _ => div_nonneg (hw i) (hpos i).le)).mp h2
  have hw0 : ∀ i, w i = 0 := fun i =>
    (div_eq_zero_iff.mp (hz i (Finset.mem_univ i))).resolve_right (hpos i).ne'
  have hsum : ∑ i, w i = 0 := Finset.sum_eq_zero fun i _ => hw0 i
  linarith

end

end BasisSetExtrapolation
```

```lean
#print axioms BasisSetExtrapolation.inverse_cube_weights_iff
-- 'BasisSetExtrapolation.inverse_cube_weights_iff' depends on axioms: [propext, Classical.choice, Quot.sound]
#print axioms BasisSetExtrapolation.quadruple_triple_weights_iff
-- 'BasisSetExtrapolation.quadruple_triple_weights_iff' depends on axioms: [propext, Classical.choice, Quot.sound]
#print axioms BasisSetExtrapolation.not_exact_of_same_cardinal
-- 'BasisSetExtrapolation.not_exact_of_same_cardinal' depends on axioms: [propext, Classical.choice, Quot.sound]
#print axioms BasisSetExtrapolation.exists_negative_weight
-- 'BasisSetExtrapolation.exists_negative_weight' depends on axioms: [propext, Classical.choice, Quot.sound]
```
